# Inverting a finite-pole dielectric function adds a rank-one term to the squared-energy matrix

After an absorption calculation, the energy-loss lines can be obtained by adding one rank-one matrix to the matrix of squared excitation energies and diagonalising again. This gives their positions and strengths directly, without inverting the dielectric function on a frequency grid. The step holds for a scalar dielectric function built from finitely many excitations, with a frequency-independent Hermitian matrix.

```lean
import Mathlib

open Matrix

namespace LossVersusAbsorption

noncomputable section

variable {n : Type*} [Fintype n] [DecidableEq n]
```

## Absorption and loss matrices

Let $A$ be a Hermitian $n\times n$ matrix whose eigenvalues are the squared excitation energies. Let $z\in\mathbb C^n$ hold the dipole couplings, with prefactors absorbed so that $|z|^2=\sum_i|z_i|^2$ is a squared energy. Write $\langle u,v\rangle=\sum_i\bar u_iv_i$, in Lean `star u ⬝ᵥ v`. At squared complex frequency $x=(\omega+i\eta)^2$ the response is $\langle z,(A-x)^{-1}z\rangle$.

```lean
/-- The response `⟨z, (A - x)⁻¹ z⟩` of excitations with squared-energy matrix `A` and couplings `z`
at squared frequency `x`, for `x` not an eigenvalue of `A`. At an eigenvalue Lean's matrix inverse
is `0`, so the value there is `0` and has no physical meaning. -/
def response (A : Matrix n n ℂ) (z : n → ℂ) (x : ℂ) : ℂ :=
  star z ⬝ᵥ ((A - x • (1 : Matrix n n ℂ))⁻¹ *ᵥ z)
```

The dielectric function is $\varepsilon(x)=1+\langle z,(A-x)^{-1}z\rangle$. For $\omega>0$ and small $\eta>0$, absorption is read from $\operatorname{Im}\varepsilon$, and bulk energy loss at small momentum transfer from $-\operatorname{Im}(1/\varepsilon)$.

```lean
/-- The dielectric function `1 + ⟨z, (A - x)⁻¹ z⟩`, for `x` not an eigenvalue of `A`. -/
def dielectric (A : Matrix n n ℂ) (z : n → ℂ) (x : ℂ) : ℂ := 1 + response A z x
```

The loss matrix is $L=A+zz^*$, where $(zz^*)_{ij}=z_i\bar z_j$. The added term stands for the macroscopic field that the induced dipoles exert on each other.

```lean
/-- The squared-energy matrix of the loss spectrum, `A + z z*`. -/
def lossMatrix (A : Matrix n n ℂ) (z : n → ℂ) : Matrix n n ℂ := A + vecMulVec z (star z)
```

Let $u_i$ be orthonormal eigenvectors of $A$ with eigenvalues $\lambda_i$. Line $i$ has strength $s_i=|\langle u_i,z\rangle|^2$. The same definition applied to $L$ gives the loss strengths.

```lean
/-- The strength of line `i`: the squared overlap of `z` with the `i`-th orthonormal eigenvector. -/
def strength {A : Matrix n n ℂ} (hA : A.IsHermitian) (z : n → ℂ) (i : n) : ℝ :=
  ‖star (hA.eigenvectorBasis i).ofLp ⬝ᵥ z‖ ^ 2
```

A number $m$ is the mean squared energy when $\sum_i\lambda_is_i=m\sum_is_i$. For $z=0$ every $m$ satisfies this; for $z\neq0$ exactly one does.

```lean
/-- `m` balances the spectrum: the strength-weighted sum of squared energies is `m` times the
total strength. -/
def IsMeanSqEnergy {A : Matrix n n ℂ} (hA : A.IsHermitian) (z : n → ℂ) (m : ℝ) : Prop :=
  ∑ i, hA.eigenvalues i * strength hA z i = m * ∑ i, strength hA z i
```

## Expectation values as sums over lines

Put $c_i=\langle u_i,z\rangle$, so that $z=\sum_ic_iu_i$. If $Fu_i=f_iu_i$ for all $i$, then $Fz=\sum_ic_if_iu_i$ and
$$\langle z,Fz\rangle=\sum_if_ic_i\bar c_i=\sum_if_is_i.$$
In the proof, `e` is the expansion, `hFz` applies $F$, and `hc` turns $c\bar c$ into $|c|^2$.

```lean
/-- If `F` is diagonal in the eigenbasis of the Hermitian matrix `A`, then `⟨z, F z⟩` is the sum
of its diagonal values weighted by the line strengths. -/
theorem spectral_sum {A : Matrix n n ℂ} (hA : A.IsHermitian) (z : n → ℂ)
    (F : Matrix n n ℂ) (f : n → ℂ)
    (hF : ∀ i, F *ᵥ (hA.eigenvectorBasis i).ofLp = f i • (hA.eigenvectorBasis i).ofLp) :
    star z ⬝ᵥ (F *ᵥ z) = ∑ i, f i * (strength hA z i : ℂ) := by
  -- expand z in the eigenbasis
  have e : ∑ i, (star (hA.eigenvectorBasis i).ofLp ⬝ᵥ z) • (hA.eigenvectorBasis i).ofLp = z := by
    have h := congrArg WithLp.ofLp (hA.eigenvectorBasis.sum_repr' (WithLp.toLp 2 z))
    rw [WithLp.ofLp_sum] at h
    refine Eq.trans (Finset.sum_congr rfl fun i _ => ?_) h
    rw [WithLp.ofLp_smul, EuclideanSpace.inner_eq_star_dotProduct]
    exact congrArg (· • (hA.eigenvectorBasis i).ofLp) (dotProduct_comm _ _)
  have hFz : F *ᵥ z = ∑ i, ((star (hA.eigenvectorBasis i).ofLp ⬝ᵥ z) * f i) •
      (hA.eigenvectorBasis i).ofLp := by
    calc F *ᵥ z = F.mulVecLin (∑ i, (star (hA.eigenvectorBasis i).ofLp ⬝ᵥ z) •
          (hA.eigenvectorBasis i).ofLp) := by rw [e, Matrix.mulVecLin_apply]
      _ = _ := by
        rw [map_sum]
        refine Finset.sum_congr rfl fun i _ => ?_
        rw [map_smul, Matrix.mulVecLin_apply, hF, smul_smul]
  rw [hFz, dotProduct_sum]
  refine Finset.sum_congr rfl fun i _ => ?_
  rw [dotProduct_smul, smul_eq_mul, Matrix.star_dotProduct z, strength]
  have hc : ∀ c : ℂ, c * star c = ((‖c‖ ^ 2 : ℝ) : ℂ) := fun c => by
    rw [← Complex.normSq_eq_norm_sq]
    exact Complex.mul_conj c
  linear_combination f i * hc (star (hA.eigenvectorBasis i).ofLp ⬝ᵥ z)
```

With $F=1$ this gives $\sum_is_i=|z|^2$. It applies to any Hermitian matrix, so absorption and loss have the same total strength.

```lean
/-- Sum rule: for Hermitian `A` the strengths add up to the squared Euclidean norm of `z`. -/
theorem sum_strength {A : Matrix n n ℂ} (hA : A.IsHermitian) (z : n → ℂ) :
    ∑ i, strength hA z i = ∑ i, ‖z i‖ ^ 2 := by
  have h := spectral_sum hA z 1 (fun _ => 1) (fun i => by rw [one_mulVec, one_smul])
  have hs : star z ⬝ᵥ z = ((∑ i, ‖z i‖ ^ 2 : ℝ) : ℂ) := by
    simp [dotProduct, Complex.conj_mul']
  rw [one_mulVec, hs] at h
  simp only [one_mul] at h
  exact_mod_cast h.symm
```

With $F=A$ it gives $\langle z,Az\rangle=\sum_i\lambda_is_i$, a real number.

```lean
/-- For Hermitian `A` the expectation value `⟨z, A z⟩` is the strength-weighted sum of the
squared energies. -/
theorem first_moment {A : Matrix n n ℂ} (hA : A.IsHermitian) (z : n → ℂ) :
    star z ⬝ᵥ (A *ᵥ z) = ((∑ i, hA.eigenvalues i * strength hA z i : ℝ) : ℂ) := by
  rw [spectral_sum hA z A (fun i => (hA.eigenvalues i : ℂ))
    (fun i => (hA.mulVec_eigenvectorBasis i).trans (by ext k; simp))]
  push_cast
  rfl
```

Suppose now that $\operatorname{Im}x\ne0$ and $(A-x)v=0$. Then $\langle v,Av\rangle=x|v|^2$. The left side is real, so $\operatorname{Im}x\,|v|^2=0$ and $v=0$. Hence $A-x$ is invertible.

```lean
/-- For Hermitian `A` and nonreal `x` the matrix `A - x` is invertible. -/
theorem isUnit_det_sub {A : Matrix n n ℂ} (hA : A.IsHermitian) {x : ℂ} (hx : x.im ≠ 0) :
    IsUnit (A - x • (1 : Matrix n n ℂ)).det := by
  by_contra h
  rw [isUnit_iff_ne_zero, not_not] at h
  obtain ⟨v, hv, h0⟩ := Matrix.exists_mulVec_eq_zero_iff.mpr h
  rw [sub_mulVec, smul_mulVec, one_mulVec, sub_eq_zero] at h0
  have hs : star v ⬝ᵥ v = ((∑ i, ‖v i‖ ^ 2 : ℝ) : ℂ) := by
    simp [dotProduct, Complex.conj_mul']
  -- a null vector would give A a nonreal expectation value
  have h1 := first_moment hA v
  rw [h0, dotProduct_smul, smul_eq_mul, hs] at h1
  have h2 := congrArg Complex.im h1
  rw [Complex.im_mul_ofReal, Complex.ofReal_im] at h2
  have h3 := (mul_eq_zero.1 h2).resolve_left hx
  refine hv (funext fun i => ?_)
  have h4 := (Finset.sum_eq_zero_iff_of_nonneg (fun i _ => sq_nonneg ‖v i‖)).1 h3 i
    (Finset.mem_univ i)
  simpa using h4
```

From $(A-x)u_i=(\lambda_i-x)u_i$ follows $(A-x)^{-1}u_i=(\lambda_i-x)^{-1}u_i$, and the sum over lines becomes
$$\langle z,(A-x)^{-1}z\rangle=\sum_i\frac{s_i}{\lambda_i-x}.$$
The eigenvalues need not be positive here, although reading them as squares of real energies requires that they are not negative.

```lean
/-- For Hermitian `A` and nonreal `x` the response is a sum of poles at the squared energies,
with the line strengths as weights. -/
theorem response_eq_sum {A : Matrix n n ℂ} (hA : A.IsHermitian) (z : n → ℂ) {x : ℂ}
    (hx : x.im ≠ 0) :
    response A z x = ∑ i, (strength hA z i : ℂ) / ((hA.eigenvalues i : ℂ) - x) := by
  rw [response, spectral_sum hA z _ (fun i => ((hA.eigenvalues i : ℂ) - x)⁻¹)]
  · exact Finset.sum_congr rfl fun i _ => by rw [div_eq_mul_inv, mul_comm]
  · intro i
    have hne : (hA.eigenvalues i : ℂ) - x ≠ 0 := fun h => hx (by
      have := congrArg Complex.im h
      simpa using this)
    have hu : (A - x • (1 : Matrix n n ℂ)) *ᵥ (hA.eigenvectorBasis i).ofLp =
        ((hA.eigenvalues i : ℂ) - x) • (hA.eigenvectorBasis i).ofLp := by
      rw [sub_mulVec, smul_mulVec, one_mulVec, hA.mulVec_eigenvectorBasis i, sub_smul]
      congr 1
    have h := congrArg (fun v => (A - x • (1 : Matrix n n ℂ))⁻¹ *ᵥ v) hu
    simp only [mulVec_mulVec, nonsing_inv_mul _ (isUnit_det_sub hA hx), one_mulVec,
      mulVec_smul] at h
    rw [eq_inv_smul_iff₀ hne]
    exact h.symm
```

## The inverse dielectric function

The loss matrix acts as $Lv=Av+\langle z,v\rangle z$.

```lean
omit [DecidableEq n] in
/-- The loss matrix acts as `A` plus a coupling along `z` proportional to the overlap with `z`. -/
theorem lossMatrix_mulVec (A : Matrix n n ℂ) (z v : n → ℂ) :
    lossMatrix A z *ᵥ v = A *ᵥ v + (star z ⬝ᵥ v) • z := by
  rw [lossMatrix, add_mulVec]
  congr 1
  ext i
  simp only [mulVec, dotProduct, vecMulVec_apply, Pi.smul_apply, smul_eq_mul, Finset.sum_mul]
  exact Finset.sum_congr rfl fun j _ => by ring
```

It is Hermitian, since $\overline{z_j\bar z_i}=z_i\bar z_j$, so everything above applies to it.

```lean
omit [Fintype n] [DecidableEq n] in
/-- If `A` is Hermitian, so is the loss matrix. -/
theorem lossMatrix_isHermitian {A : Matrix n n ℂ} (hA : A.IsHermitian) (z : n → ℂ) :
    (lossMatrix A z).IsHermitian := by
  refine Matrix.IsHermitian.ext fun i j => ?_
  simp only [lossMatrix, Matrix.add_apply, vecMulVec_apply, star_add, star_mul, Pi.star_apply,
    star_star, hA.apply i j]
```

For nonreal $x$ let $w=(L-x)^{-1}z$, $a=\langle z,(A-x)^{-1}z\rangle$ and $b=\langle z,w\rangle$. Then $(A-x)w+bz=z$, so
$$w=(1-b)(A-x)^{-1}z,\qquad b=(1-b)a,\qquad (1+a)(1-b)=1.$$
Therefore $\varepsilon(x)=1+a\neq0$ and $1/\varepsilon(x)=1-\langle z,(L-x)^{-1}z\rangle$. In Lean, `hw2` is the equation with the screened source $(1-b)z$, `hb` applies $(A-x)^{-1}$ to it and takes the overlap with $z$, which gives $b=(1-b)a$, and `key` is the product.

```lean
/-- For Hermitian `A` and nonreal `x` the dielectric function does not vanish, and its inverse is
`1 - ⟨z, (A + z z* - x)⁻¹ z⟩`. -/
theorem inv_dielectric {A : Matrix n n ℂ} (hA : A.IsHermitian) (z : n → ℂ) {x : ℂ}
    (hx : x.im ≠ 0) :
    dielectric A z x ≠ 0 ∧ (dielectric A z x)⁻¹ = 1 - response (lossMatrix A z) z x := by
  obtain ⟨w, hwdef⟩ : ∃ w, w = (lossMatrix A z - x • (1 : Matrix n n ℂ))⁻¹ *ᵥ z := ⟨_, rfl⟩
  have hr : response (lossMatrix A z) z x = star z ⬝ᵥ w := by rw [hwdef]; rfl
  have hw : (lossMatrix A z - x • (1 : Matrix n n ℂ)) *ᵥ w = z := by
    rw [hwdef, mulVec_mulVec,
      mul_nonsing_inv _ (isUnit_det_sub (lossMatrix_isHermitian hA z) hx), one_mulVec]
  rw [sub_mulVec, smul_mulVec, one_mulVec, lossMatrix_mulVec] at hw
  -- w also solves the absorption problem, with a screened source
  have hw2 : (A - x • (1 : Matrix n n ℂ)) *ᵥ w = (1 - star z ⬝ᵥ w) • z := by
    rw [sub_mulVec, smul_mulVec, one_mulVec]
    linear_combination (norm := module) hw
  have hb := congrArg (fun v => star z ⬝ᵥ ((A - x • (1 : Matrix n n ℂ))⁻¹ *ᵥ v)) hw2
  simp only [mulVec_mulVec, nonsing_inv_mul _ (isUnit_det_sub hA hx), one_mulVec,
    mulVec_smul, dotProduct_smul, smul_eq_mul] at hb
  have key : dielectric A z x * (1 - response (lossMatrix A z) z x) = 1 := by
    rw [hr, dielectric, response]
    linear_combination -hb
  exact ⟨left_ne_zero_of_mul_eq_one key, inv_eq_of_mul_eq_one_right key⟩
```

The same algebra with $A+g\,zz^*$, for real $g$, gives the response $a/(1+ga)$, which interpolates between absorption ($g=0$) and loss ($g=1$).

## Zeros of the dielectric function

Let $x$, possibly real, be no eigenvalue of $A$. If $\varepsilon(x)=0$, put $v=(A-x)^{-1}z$. Then $\langle z,v\rangle=-1$, so $v\ne0$ and $Lv=Av-z=xv$.

Conversely, $Lv=xv$ with $v\neq0$ gives $v=-\langle z,v\rangle(A-x)^{-1}z$. Thus $\langle z,v\rangle\ne0$, and taking the overlap with $z$ and dividing leaves $1=-a$, that is, $\varepsilon(x)=0$. Neither direction needs $A$ to be Hermitian.

```lean
/-- Where `A - x` is invertible, the dielectric function vanishes exactly when `x` is an
eigenvalue of the loss matrix. -/
theorem dielectric_eq_zero_iff (A : Matrix n n ℂ) (z : n → ℂ) {x : ℂ}
    (hx : IsUnit (A - x • (1 : Matrix n n ℂ)).det) :
    dielectric A z x = 0 ↔ ∃ v, v ≠ 0 ∧ lossMatrix A z *ᵥ v = x • v := by
  constructor
  · intro h
    obtain ⟨v, hv⟩ : ∃ v, v = (A - x • (1 : Matrix n n ℂ))⁻¹ *ᵥ z := ⟨_, rfl⟩
    have ha : 1 + star z ⬝ᵥ v = 0 := by rw [hv]; exact h
    have hz : (A - x • (1 : Matrix n n ℂ)) *ᵥ v = z := by
      rw [hv, mulVec_mulVec, mul_nonsing_inv _ hx, one_mulVec]
    rw [sub_mulVec, smul_mulVec, one_mulVec] at hz
    refine ⟨v, fun h0 => ?_, ?_⟩
    · rw [h0, dotProduct_zero, add_zero] at ha
      exact one_ne_zero ha
    · rw [lossMatrix_mulVec, eq_neg_of_add_eq_zero_right ha]
      linear_combination (norm := module) hz
  · rintro ⟨v, hv, h⟩
    rw [lossMatrix_mulVec] at h
    have h1 : (A - x • (1 : Matrix n n ℂ)) *ᵥ v = (-(star z ⬝ᵥ v)) • z := by
      rw [sub_mulVec, smul_mulVec, one_mulVec]
      linear_combination (norm := module) h
    have h2 := congrArg (fun u => (A - x • (1 : Matrix n n ℂ))⁻¹ *ᵥ u) h1
    simp only [mulVec_mulVec, nonsing_inv_mul _ hx, one_mulVec, mulVec_smul] at h2
    -- an eigenvector without overlap with z would vanish
    have hc : star z ⬝ᵥ v ≠ 0 := fun h0 => hv (by rw [h2, h0, neg_zero, zero_smul])
    have h3 := congrArg (fun u => star z ⬝ᵥ u) h2
    simp only [dotProduct_smul, smul_eq_mul] at h3
    refine (mul_eq_zero.1 ?_).resolve_left hc
    rw [dielectric, response]
    linear_combination h3
```

## The shift of the mean squared energy

Comparing first moments,
$$\langle z,Lz\rangle=\langle z,Az\rangle+|z|^4.$$
With means $m_{\rm abs}$ and $m_{\rm loss}$ this reads $m_{\rm loss}|z|^2=m_{\rm abs}|z|^2+|z|^4$. For $z\ne0$, division by $|z|^2$ (`mul_right_cancel₀ hN`) gives $m_{\rm loss}-m_{\rm abs}=|z|^2$. The shift concerns the mean of squared energies, not the mean energy.

```lean
/-- For Hermitian `A` and nonzero `z`, the strength-weighted mean squared energy of the loss
spectrum exceeds that of the absorption spectrum by the squared Euclidean norm of `z`. -/
theorem mean_shift {A : Matrix n n ℂ} (hA : A.IsHermitian) {z : n → ℂ} (hz : z ≠ 0)
    {mAbs mLoss : ℝ} (hAbs : IsMeanSqEnergy hA z mAbs)
    (hLoss : IsMeanSqEnergy (lossMatrix_isHermitian hA z) z mLoss) :
    mLoss - mAbs = ∑ i, ‖z i‖ ^ 2 := by
  have hs : star z ⬝ᵥ z = ((∑ i, ‖z i‖ ^ 2 : ℝ) : ℂ) := by
    simp [dotProduct, Complex.conj_mul']
  have hN : ∑ i, ‖z i‖ ^ 2 ≠ 0 := fun h0 => hz (funext fun i => by
    have h4 := (Finset.sum_eq_zero_iff_of_nonneg (fun i _ => sq_nonneg ‖z i‖)).1 h0 i
      (Finset.mem_univ i)
    simpa using h4)
  -- compare the first moments of the two spectra
  have h := first_moment (lossMatrix_isHermitian hA z) z
  rw [lossMatrix_mulVec, dotProduct_add, dotProduct_smul, smul_eq_mul, first_moment hA z, hs,
    hAbs, hLoss, sum_strength, sum_strength, ← Complex.ofReal_mul, ← Complex.ofReal_add] at h
  have h' := Complex.ofReal_injective h
  apply mul_right_cancel₀ hN
  linear_combination -h'

end

end LossVersusAbsorption
```

For a single excitation with $A=(\omega_0^2)$, the squared energy of the absorption line is $\omega_0^2$ and that of the loss line is $\omega_0^2+|z|^2$. Setting $\omega_0=0$ gives the free-electron case, where $|z|$ is the plasma frequency (with $\hbar=1$).

```lean
#print axioms LossVersusAbsorption.response_eq_sum
-- 'LossVersusAbsorption.response_eq_sum' depends on axioms: [propext, Classical.choice, Quot.sound]
#print axioms LossVersusAbsorption.inv_dielectric
-- 'LossVersusAbsorption.inv_dielectric' depends on axioms: [propext, Classical.choice, Quot.sound]
#print axioms LossVersusAbsorption.dielectric_eq_zero_iff
-- 'LossVersusAbsorption.dielectric_eq_zero_iff' depends on axioms: [propext, Classical.choice, Quot.sound]
#print axioms LossVersusAbsorption.mean_shift
-- 'LossVersusAbsorption.mean_shift' depends on axioms: [propext, Classical.choice, Quot.sound]
```
